# The splitting of the two highest levels of a symmetric s–p–s bridge grows strictly with |cos θ|

Two identical atoms too far apart for direct hopping can still be coupled through the p orbitals of an atom that sits between them. When this bridge bends, the two outer s orbitals couple to different combinations of the p orbitals, and the question is how the level splitting responds if both bonds keep the same fixed, nonzero coupling strength.

```lean
import Mathlib

open Matrix Polynomial

namespace BridgeAngleHopping

noncomputable section

/-- The two bond directions as the rows of a 2 × 3 matrix. -/
def bondMatrix (d₁ d₂ : Fin 3 → ℝ) : Matrix (Fin 2) (Fin 3) ℝ := Matrix.of ![d₁, d₂]

/-- Two s orbitals at energy `D`, coupled with strength `V` along the directions `d₁` and `d₂`
to the three p orbitals of one bridging atom at energy 0. -/
def hamiltonian (D V : ℝ) (d₁ d₂ : Fin 3 → ℝ) :
    Matrix (Fin 2 ⊕ Fin 3) (Fin 2 ⊕ Fin 3) ℝ :=
  fromBlocks (D • 1) (V • bondMatrix d₁ d₂) (V • (bondMatrix d₁ d₂)ᵀ) 0

/-- `a ≥ b` are the two highest real eigenvalues of `H`, counted with multiplicity: every other
root of the characteristic polynomial is at most `b`. -/
def IsTopPair {n : Type*} [Fintype n] [DecidableEq n] (H : Matrix n n ℝ) (a b : ℝ) : Prop :=
  b ≤ a ∧ ∃ s : Multiset ℝ, H.charpoly.roots = a ::ₘ b ::ₘ s ∧ ∀ e ∈ s, e ≤ b

/-- The upper level of an s combination at energy `D` and a p combination at energy 0 with
squared coupling `V² (1 + x)`, for `x ≥ -1`. -/
def upperLevel (D V x : ℝ) : ℝ := (D + √(D ^ 2 + 4 * V ^ 2 * (1 + x))) / 2

/-- The lower level of the same two-level problem, for `x ≥ -1`. -/
def lowerLevel (D V x : ℝ) : ℝ := (D - √(D ^ 2 + 4 * V ^ 2 * (1 + x))) / 2

/-- For `x ≥ -1` the two levels solve the secular equation `μ (μ - D) = V² (1 + x)`. -/
theorem level_secular (D V μ : ℝ) {x : ℝ} (hx : -1 ≤ x) :
    (μ - upperLevel D V x) * (μ - lowerLevel D V x) = μ * (μ - D) - V ^ 2 * (1 + x) := by
  have h0 : 0 ≤ 1 + x := by linarith
  have hs := Real.sq_sqrt (show 0 ≤ D ^ 2 + 4 * V ^ 2 * (1 + x) by positivity)
  unfold upperLevel lowerLevel
  linear_combination (-1 / 4) * hs

/-- For `x ≥ -1` the p energy 0 lies between the lower and the upper level. -/
theorem level_order (D V : ℝ) {x : ℝ} (hx : -1 ≤ x) :
    lowerLevel D V x ≤ 0 ∧ 0 ≤ upperLevel D V x := by
  have h0 : 0 ≤ 1 + x := by linarith
  have h1 : 0 ≤ 4 * V ^ 2 * (1 + x) := by positivity
  have h := abs_le.mp (Real.abs_le_sqrt
    (show D ^ 2 ≤ D ^ 2 + 4 * V ^ 2 * (1 + x) by linarith))
  unfold lowerLevel upperLevel
  constructor <;> linarith [h.1, h.2]

/-- With nonzero `V`, the upper level rises strictly with `x` for `x ≥ -1`. -/
theorem upperLevel_lt (D : ℝ) {V x y : ℝ} (hV : V ≠ 0) (hx : -1 ≤ x) (hxy : x < y) :
    upperLevel D V x < upperLevel D V y := by
  have h0 : 0 ≤ 1 + x := by linarith
  have hV2 : 0 < V ^ 2 := by positivity
  have h := Real.sqrt_lt_sqrt (show 0 ≤ D ^ 2 + 4 * V ^ 2 * (1 + x) by positivity)
    (show D ^ 2 + 4 * V ^ 2 * (1 + x) < D ^ 2 + 4 * V ^ 2 * (1 + y) by
      nlinarith [mul_lt_mul_of_pos_left hxy hV2])
  unfold upperLevel
  linarith

/-- The overlap of two unit vectors has absolute value at most 1. -/
theorem abs_overlap_le_one {d₁ d₂ : Fin 3 → ℝ} (h₁ : d₁ ⬝ᵥ d₁ = 1) (h₂ : d₂ ⬝ᵥ d₂ = 1) :
    |d₁ ⬝ᵥ d₂| ≤ 1 := by
  simp only [dotProduct, Fin.sum_univ_three] at *
  rw [abs_le]
  constructor
  · nlinarith [sq_nonneg (d₁ 0 + d₂ 0), sq_nonneg (d₁ 1 + d₂ 1), sq_nonneg (d₁ 2 + d₂ 2)]
  · nlinarith [sq_nonneg (d₁ 0 - d₂ 0), sq_nonneg (d₁ 1 - d₂ 1), sq_nonneg (d₁ 2 - d₂ 2)]

/-- Elimination of the p orbitals: for unit bond directions the secular determinant, times `μ²`,
depends on the geometry only through the overlap `d₁ ⬝ᵥ d₂`. -/
theorem secular_det (D V μ : ℝ) {d₁ d₂ : Fin 3 → ℝ}
    (h₁ : d₁ ⬝ᵥ d₁ = 1) (h₂ : d₂ ⬝ᵥ d₂ = 1) :
    (μ • 1 - hamiltonian D V d₁ d₂).det * μ ^ 2 =
      μ ^ 3 * ((μ * (μ - D) - V ^ 2) ^ 2 - (V ^ 2 * (d₁ ⬝ᵥ d₂)) ^ 2) := by
  have hM : bondMatrix d₁ d₂ * (bondMatrix d₁ d₂)ᵀ = !![1, d₁ ⬝ᵥ d₂; d₁ ⬝ᵥ d₂, 1] := by
    ext i j
    fin_cases i <;> fin_cases j
    exacts [h₁, rfl, dotProduct_comm d₂ d₁, h₂]
  have hB : μ • 1 - hamiltonian D V d₁ d₂ = fromBlocks ((μ - D) • 1)
      (-(V • bondMatrix d₁ d₂)) (-(V • (bondMatrix d₁ d₂)ᵀ)) (μ • 1) := by
    rw [hamiltonian, ← fromBlocks_one, fromBlocks_smul, sub_eq_add_neg, fromBlocks_neg,
      fromBlocks_add]
    congr 1 <;> module
  -- a block column operation removes the lower left block
  have hmul : (μ • 1 - hamiltonian D V d₁ d₂) *
      fromBlocks (μ • 1) 0 (V • (bondMatrix d₁ d₂)ᵀ) 1 =
      fromBlocks ((μ * (μ - D)) • 1 - V ^ 2 • (bondMatrix d₁ d₂ * (bondMatrix d₁ d₂)ᵀ))
        (-(V • bondMatrix d₁ d₂)) 0 (μ • 1) := by
    rw [hB, fromBlocks_multiply]
    congr 1 <;> simp only [Matrix.smul_mul, Matrix.mul_smul, Matrix.neg_mul, Matrix.mul_one,
      Matrix.one_mul, Matrix.mul_zero] <;> module
  have hdet : ((μ * (μ - D)) • (1 : Matrix (Fin 2) (Fin 2) ℝ) -
      V ^ 2 • !![1, d₁ ⬝ᵥ d₂; d₁ ⬝ᵥ d₂, 1]).det =
      (μ * (μ - D) - V ^ 2) ^ 2 - (V ^ 2 * (d₁ ⬝ᵥ d₂)) ^ 2 := by
    simp [det_fin_two]
    ring
  have h := congrArg Matrix.det hmul
  rw [det_mul, det_fromBlocks_zero₁₂, det_fromBlocks_zero₂₁, hM, hdet] at h
  simp only [det_smul, det_one, Fintype.card_fin, mul_one] at h
  rw [h, mul_comm]

/-- The full spectrum with multiplicity, for unit bond directions: two upper levels, the p
energy 0, and two lower levels. -/
theorem spectrum_eq (D V : ℝ) {d₁ d₂ : Fin 3 → ℝ}
    (h₁ : d₁ ⬝ᵥ d₁ = 1) (h₂ : d₂ ⬝ᵥ d₂ = 1) :
    (hamiltonian D V d₁ d₂).charpoly.roots =
      {upperLevel D V |d₁ ⬝ᵥ d₂|, upperLevel D V (-|d₁ ⬝ᵥ d₂|), 0,
        lowerLevel D V (-|d₁ ⬝ᵥ d₂|), lowerLevel D V |d₁ ⬝ᵥ d₂|} := by
  have hc := abs_overlap_le_one h₁ h₂
  have hc0 := abs_nonneg (d₁ ⬝ᵥ d₂)
  have hsq := sq_abs (d₁ ⬝ᵥ d₂)
  rw [← roots_multiset_prod_X_sub_C {upperLevel D V |d₁ ⬝ᵥ d₂|, upperLevel D V (-|d₁ ⬝ᵥ d₂|), 0,
        lowerLevel D V (-|d₁ ⬝ᵥ d₂|), lowerLevel D V |d₁ ⬝ᵥ d₂|}]
  refine congrArg Polynomial.roots ?_
  -- compare the polynomials after multiplication by X²
  apply mul_right_cancel₀ (pow_ne_zero 2 X_ne_zero : (X : ℝ[X]) ^ 2 ≠ 0)
  apply Polynomial.funext
  intro μ
  have hP := level_secular D V μ (show -1 ≤ |d₁ ⬝ᵥ d₂| by linarith)
  have hQ := level_secular D V μ (show -1 ≤ -|d₁ ⬝ᵥ d₂| by linarith)
  rw [eval_mul, eval_pow, eval_X, Matrix.eval_charpoly, scalar_apply, ← smul_one_eq_diagonal,
    secular_det D V μ h₁ h₂]
  simp only [Multiset.insert_eq_cons, Multiset.map_cons, Multiset.map_singleton,
    Multiset.prod_cons, Multiset.prod_singleton, eval_mul, eval_sub, eval_X, eval_C, eval_pow]
  linear_combination μ ^ 3 * V ^ 4 * hsq
    - μ ^ 3 * ((μ - upperLevel D V (-|d₁ ⬝ᵥ d₂|)) * (μ - lowerLevel D V (-|d₁ ⬝ᵥ d₂|))) * hP
    - μ ^ 3 * (μ * (μ - D) - V ^ 2 * (1 + |d₁ ⬝ᵥ d₂|)) * hQ

/-- For unit bond directions and nonzero `V`, the two highest eigenvalues are exactly the upper
levels with `x = |d₁ ⬝ᵥ d₂|` and `x = -|d₁ ⬝ᵥ d₂|`. -/
theorem isTopPair_iff (D : ℝ) {V : ℝ} (hV : V ≠ 0) {d₁ d₂ : Fin 3 → ℝ}
    (h₁ : d₁ ⬝ᵥ d₁ = 1) (h₂ : d₂ ⬝ᵥ d₂ = 1) (a b : ℝ) :
    IsTopPair (hamiltonian D V d₁ d₂) a b ↔
      a = upperLevel D V |d₁ ⬝ᵥ d₂| ∧ b = upperLevel D V (-|d₁ ⬝ᵥ d₂|) := by
  have hc := abs_overlap_le_one h₁ h₂
  have hc0 := abs_nonneg (d₁ ⬝ᵥ d₂)
  have hr := spectrum_eq D V h₁ h₂
  have hp := level_order D V (show -1 ≤ |d₁ ⬝ᵥ d₂| by linarith)
  have hm := level_order D V (show -1 ≤ -|d₁ ⬝ᵥ d₂| by linarith)
  have hle : upperLevel D V (-|d₁ ⬝ᵥ d₂|) ≤ upperLevel D V |d₁ ⬝ᵥ d₂| := by
    rcases hc0.eq_or_lt with h | h
    · rw [← h, neg_zero]
    · exact (upperLevel_lt D hV (by linarith) (by linarith)).le
  simp only [Multiset.insert_eq_cons] at hr
  generalize upperLevel D V |d₁ ⬝ᵥ d₂| = p at *
  generalize upperLevel D V (-|d₁ ⬝ᵥ d₂|) = q at *
  generalize lowerLevel D V |d₁ ⬝ᵥ d₂| = r at *
  generalize lowerLevel D V (-|d₁ ⬝ᵥ d₂|) = t at *
  have hrest : ∀ e ∈ (0 ::ₘ t ::ₘ {r} : Multiset ℝ), e ≤ q := by
    intro e he
    simp only [Multiset.mem_cons, Multiset.mem_singleton] at he
    rcases he with rfl | rfl | rfl <;> linarith [hp.1, hm.1, hm.2]
  constructor
  · rintro ⟨hba, s, hs, hsb⟩
    rw [hr] at hs
    -- the largest elements agree, and after their removal so do the next ones
    have top : ∀ {u v : ℝ} {S T : Multiset ℝ}, u ::ₘ S = v ::ₘ T →
        (∀ e ∈ S, e ≤ u) → (∀ e ∈ T, e ≤ v) → v = u := by
      intro u v S T h hS hT
      have hu : u ∈ v ::ₘ T := h ▸ Multiset.mem_cons_self u S
      have hv : v ∈ u ::ₘ S := h.symm ▸ Multiset.mem_cons_self v T
      apply le_antisymm
      · exact (Multiset.mem_cons.mp hv).elim le_of_eq (hS v)
      · exact (Multiset.mem_cons.mp hu).elim le_of_eq (hT u)
    have ha : a = p := top hs
      (fun e he => (Multiset.mem_cons.mp he).elim (fun h => h ▸ hle)
        (fun h => (hrest e h).trans hle))
      (fun e he => (Multiset.mem_cons.mp he).elim (fun h => h ▸ hba)
        (fun h => (hsb e h).trans hba))
    rw [ha] at hs
    exact ⟨ha, top ((Multiset.cons_inj_right p).mp hs) hrest hsb⟩
  · rintro ⟨rfl, rfl⟩
    exact ⟨hle, _, hr, hrest⟩

/-- For nonzero `V` and unit bond directions, the splitting of the two highest eigenvalues is
smaller in one geometry than in another exactly when `|cos θ| = |d₁ ⬝ᵥ d₂|` is smaller. -/
theorem splitting_lt_iff (D : ℝ) {V : ℝ} (hV : V ≠ 0) {d₁ d₂ e₁ e₂ : Fin 3 → ℝ}
    (hd₁ : d₁ ⬝ᵥ d₁ = 1) (hd₂ : d₂ ⬝ᵥ d₂ = 1) (he₁ : e₁ ⬝ᵥ e₁ = 1) (he₂ : e₂ ⬝ᵥ e₂ = 1)
    {a b a' b' : ℝ} (h : IsTopPair (hamiltonian D V d₁ d₂) a b)
    (h' : IsTopPair (hamiltonian D V e₁ e₂) a' b') :
    a - b < a' - b' ↔ |d₁ ⬝ᵥ d₂| < |e₁ ⬝ᵥ e₂| := by
  obtain ⟨rfl, rfl⟩ := (isTopPair_iff D hV hd₁ hd₂ a b).mp h
  obtain ⟨rfl, rfl⟩ := (isTopPair_iff D hV he₁ he₂ a' b').mp h'
  -- the higher level rises and the lower one falls
  have mono : StrictMonoOn (fun x => upperLevel D V x - upperLevel D V (-x))
      (Set.Icc 0 1) := by
    intro x hx y hy hxy
    have h1 := upperLevel_lt D hV (show -1 ≤ x by linarith [hx.1]) hxy
    have h2 := upperLevel_lt D hV (show -1 ≤ -y by linarith [hy.2]) (neg_lt_neg hxy)
    show upperLevel D V x - upperLevel D V (-x) < upperLevel D V y - upperLevel D V (-y)
    linarith
  exact mono.lt_iff_lt ⟨abs_nonneg _, abs_overlap_le_one hd₁ hd₂⟩
    ⟨abs_nonneg _, abs_overlap_le_one he₁ he₂⟩

/-- Bending narrows the splitting: for nonzero `V`, unit bond directions and bridge angles
`π/2 ≤ θ < φ ≤ π`, the two highest eigenvalues are closer together at `θ` than at `φ`. -/
theorem bending_narrows (D : ℝ) {V θ φ : ℝ} (hV : V ≠ 0) {d₁ d₂ e₁ e₂ : Fin 3 → ℝ}
    (hd₁ : d₁ ⬝ᵥ d₁ = 1) (hd₂ : d₂ ⬝ᵥ d₂ = 1) (he₁ : e₁ ⬝ᵥ e₁ = 1) (he₂ : e₂ ⬝ᵥ e₂ = 1)
    (hd : d₁ ⬝ᵥ d₂ = Real.cos θ) (he : e₁ ⬝ᵥ e₂ = Real.cos φ)
    (hθ : Real.pi / 2 ≤ θ) (hθφ : θ < φ) (hφ : φ ≤ Real.pi)
    {a b a' b' : ℝ} (h : IsTopPair (hamiltonian D V d₁ d₂) a b)
    (h' : IsTopPair (hamiltonian D V e₁ e₂) a' b') : a - b < a' - b' := by
  have hpi := Real.pi_pos
  rw [splitting_lt_iff D hV hd₁ hd₂ he₁ he₂ h h', hd, he]
  have h1 := Real.cos_nonpos_of_pi_div_two_le_of_le hθ (by linarith)
  have h2 := Real.cos_lt_cos_of_nonneg_of_le_pi (by linarith) hφ hθφ
  rw [abs_of_nonpos h1, abs_of_nonpos (by linarith)]
  linarith

end

end BridgeAngleHopping
```

```lean
#print axioms BridgeAngleHopping.splitting_lt_iff
#print axioms BridgeAngleHopping.bending_narrows
```

```
'BridgeAngleHopping.splitting_lt_iff' depends on axioms: [propext, Classical.choice, Quot.sound]
'BridgeAngleHopping.bending_narrows' depends on axioms: [propext, Classical.choice, Quot.sound]
```

## The cluster and the comparison of two geometries

`hamiltonian D V d₁ d₂` is a real symmetric 5×5 matrix. The index `Fin 2 ⊕ Fin 3` lists the two s orbitals first and then $p_x, p_y, p_z$ of the bridging atom. With $B$ the 2×3 matrix whose rows are $d_1$ and $d_2$ (`bondMatrix`),

$$H=\begin{pmatrix} D\,I & V B\\ V B^{T} & 0\end{pmatrix}.$$

The energy zero is the p level, $D$ is the s level relative to it, and $V$ is the s–p hopping integral along a bond, the same for both bonds. The hypotheses `d₁ ⬝ᵥ d₁ = 1` and `d₂ ⬝ᵥ d₂ = 1` make the bond directions unit vectors. If both point outwards from the bridging atom, $c=d_1\cdot d_2=\cos\theta$ with $\theta$ the bridge angle, and a straight bridge has $\theta=\pi$.

`IsTopPair H a b` says that $a\ge b$ are the two highest eigenvalues, counted with multiplicity: they are roots of the characteristic polynomial, and each remaining root is at most $b$. By `isTopPair_iff`, exactly one pair satisfies this for $V\neq0$.

The main theorem, `splitting_lt_iff`, compares two geometries with the same $D$ and $V\ne0$: the splitting $a-b$ is smaller in the first exactly when $|\cos\theta|$ is smaller there. `bending_narrows` puts this in terms of angles: for $\pi/2\le\theta<\varphi\le\pi$, the splitting at $\theta$ is smaller than at $\varphi$. The sign of $D$ is free. For $D$ much larger than $|V|$ the top two levels are almost purely s-like, and their splitting is twice the magnitude of an effective s–s hopping.

In electronic structure, this is the angular part of the narrowing that bent bridges can cause in a band, shown here for one non-interacting three-atom cluster and not for a periodic crystal. The orbitals are orthonormal, there is no direct s–s hopping, the bridging atom's own s orbital is left out, and $D$ and $V$ stay fixed as the bridge bends.

## Five levels from one overlap

Multiply $\mu-H$ from the right by a block matrix that clears the lower left corner:

$$(\mu-H)\begin{pmatrix}\mu I&0\\ VB^T&I\end{pmatrix}=\begin{pmatrix}\mu(\mu-D)I-V^2BB^T&-VB\\0&\mu I\end{pmatrix},\qquad BB^T=\begin{pmatrix}1&c\\c&1\end{pmatrix}.$$

Taking determinants gives

$$\mu^2\det(\mu-H)=\mu^3\left[(\mu(\mu-D)-V^2)^2-V^4c^2\right].$$

Both sides are polynomials in $\mu$, so $\mu^2$ cancels. Since $c^2=|c|^2$, the bracket is a difference of squares:

$$\det(\mu-H)=\mu\,\bigl[\mu(\mu-D)-V^2(1+|c|)\bigr]\bigl[\mu(\mu-D)-V^2(1-|c|)\bigr].$$

Each quadratic has the form $\mu(\mu-D)-V^2(1+x)$ with $x=\pm|c|$, and its roots are

$$u(x)=\tfrac12\left(D+\sqrt{D^2+4V^2(1+x)}\right),\qquad l(x)=\tfrac12\left(D-\sqrt{D^2+4V^2(1+x)}\right).$$

From $|d_1\pm d_2|^2=2\pm2c\ge0$ we get $|c|\le1$, so $1+x\ge0$ and the square root is at least $|D|$. Hence $l(x)\le0\le u(x)$. Because $u$ increases with $x$, the two highest of the five levels are $u(|c|)\ge u(-|c|)$, and their splitting is

$$\Delta=\tfrac12\left(\sqrt{D^2+4V^2(1+|c|)}-\sqrt{D^2+4V^2(1-|c|)}\right).$$

At $\theta=\pi/2$ we have $c=0$ and $\Delta=0$. As $|c|$ grows from 0 to 1, the first root rises and the second falls, both strictly if $V\ne0$, so $\Delta$ rises strictly. Between $\pi/2$ and $\pi$ the cosine is nonpositive and strictly decreasing, so $|\cos\theta|=-\cos\theta$ increases with the angle.

## From the determinant to the inequality in Lean

`secular_det` carries out the elimination. Its step `hmul` is the block product above, `hM` computes $BB^T$, and `hdet` evaluates the remaining 2×2 determinant. `upperLevel` and `lowerLevel` are $u$ and $l$; `level_secular` shows that they solve the quadratic, and `level_order` places 0 between them.

`spectrum_eq` then identifies the whole multiset of roots. It compares the characteristic polynomial with the product of the five linear factors after multiplying both by $X^2$, checks equality at every real $\mu$, and cancels $X^2$ with `mul_right_cancel₀`. The `linear_combination` at the end is the factorisation into two quadratics.

`isTopPair_iff` singles out the top pair. Its auxiliary statement `top` says that if one multiset is written in two ways with a largest element in front, the two front elements agree. Using it once gives $a=u(|c|)$; removing that element and using it again gives $b=u(-|c|)$.

For `splitting_lt_iff`, the step `mono` applies `upperLevel_lt` twice, once to the rising level and once to the falling one, to show that $u(x)-u(-x)$ is strictly increasing on $[0,1]$. Strict monotonicity gives both directions of the equivalence, with `abs_overlap_le_one` keeping $|c|$ in the interval. `bending_narrows` adds the behaviour of the cosine.

## Unequal bonds can split the levels at a right angle

Suppose that $d_2$ need not have unit length, while the other three vectors keep theirs. Take $D=0$, $V=1$, $d_1=(1,0,0)$ and $d_2=(0,3,0)$. The levels are $\pm3,\pm1,0$, so the top splitting is 2 although $d_1\cdot d_2=0$. The straight bridge $e_1=(1,0,0)$, $e_2=(-1,0,0)$ has levels $\pm\sqrt2,0,0,0$ and top splitting $\sqrt2$. Its overlap is larger in magnitude but its splitting is smaller, so the equivalence fails. Physically, the second bond of the right-angled bridge is three times as strong as the first, and that difference alone separates the two levels.
